# When a constraint on the mean of S² alone yields the triplet energy in an ensemble of spin levels

In a variational calculation with the two-electron reduced density matrix (2-RDM), a triplet with $M_S=0$ can be requested by one linear constraint: $\langle S^2\rangle$, computed from the 2-RDM, is set to 2. The energy is minimised, and the result is read as the triplet energy. That reading needs a condition on the spectrum, because a mixture of other spins can have the same mean. The problems below find the condition for exact ensembles over finitely many spin levels.

## Ensembles on a spin ladder

Take a spin-free Hamiltonian and keep the lowest level of each spin $\sigma+i$, with $i=0,\dots,n-1$. Higher levels of the same spin could only raise the energy. The starting spin $\sigma$ is physically $0,\tfrac12,1,\dots$; the theorems on general ladders that need an ordering of the levels assume only a real $\sigma\ge0$. With $\hbar=1$, the eigenvalue of $S^2$ on rung $i$ is $s_i=(\sigma+i)(\sigma+i+1)$, written `spinSq σ i`.

```lean
import Mathlib

open Finset

namespace SpinConstraint

/-- The eigenvalue S(S+1) of total S² for the spin S = σ + i, the i-th rung of a spin ladder
that starts at σ. -/
def spinSq (σ : ℝ) (i : ℕ) : ℝ := (σ + i) * (σ + i + 1)
```

An ensemble is a set of weights $p_i\ge0$ with $\sum_i p_i=1$ and $\sum_i p_i s_i=s_t$, where $t$ is the target level.

```lean
/-- Probabilities on the levels of a spin ladder whose mean S² equals the S² eigenvalue of the
target level `t`. -/
structure SpinEnsemble {n : ℕ} (σ : ℝ) (t : Fin n) (p : Fin n → ℝ) : Prop where
  nonneg : ∀ i, 0 ≤ p i
  sum_one : ∑ i, p i = 1
  mean : ∑ i, p i * spinSq σ i = spinSq σ t
```

The energies $E_i$ are arbitrary real numbers, in no assumed order. The mean energy is $\sum_i p_iE_i$, and `ensembleEnergies` collects all its values under the constraint.

```lean
/-- The mean energy of an ensemble with weights `p` on levels of energies `E`. -/
def meanEnergy {n : ℕ} (E p : Fin n → ℝ) : ℝ := ∑ i, p i * E i

/-- All mean energies that can be reached when only the expectation value of S² is constrained
to that of level `t`. -/
def ensembleEnergies {n : ℕ} (σ : ℝ) (E : Fin n → ℝ) (t : Fin n) : Set ℝ :=
  {e | ∃ p, SpinEnsemble σ t p ∧ meanEnergy E p = e}
```

Now plot $E$ against $s$. Level $t$ lies on or below every chord from a lower to a higher spin if, for all $j<t<k$,
$$(s_k-s_j)E_t\le(s_k-s_t)E_j+(s_t-s_j)E_k .$$

```lean
/-- For σ ≥ 0: as a function of S(S+1), the energy at level `t` lies on or below every chord that
joins a level of lower spin to a level of higher spin. -/
def BelowChords {n : ℕ} (σ : ℝ) (E : Fin n → ℝ) (t : Fin n) : Prop :=
  ∀ j k, j < t → t < k → (spinSq σ k - spinSq σ j) * E t ≤
    (spinSq σ k - spinSq σ t) * E j + (spinSq σ t - spinSq σ j) * E k
```

Minima are stated with `IsLeast`, which says that the value is a lower bound and is attained. The model has exact ensembles, whereas a 2-RDM calculation with only some of the representability conditions searches a larger set and may go lower still.

## (a) Order of the S² eigenvalues

**Task.** For $\sigma\ge0$ and $i<k$, show that $s_i<s_k$.

**Solution.** The difference factorises as $s_k-s_i=(k-i)(2\sigma+i+k+1)$, and both factors are positive. In Lean, `gcongr` compares the two products factor by factor instead.

```lean
/-- For a ladder starting at σ ≥ 0, the eigenvalue of S² grows strictly with the spin. -/
theorem spinSq_lt {n : ℕ} {σ : ℝ} (hσ : 0 ≤ σ) {i k : Fin n} (h : i < k) :
    spinSq σ i < spinSq σ k := by
  have h1 : ((i : ℕ) : ℝ) < ((k : ℕ) : ℝ) := Nat.cast_lt.mpr (Fin.lt_def.mp h)
  have h0 : (0 : ℝ) ≤ ((i : ℕ) : ℝ) := Nat.cast_nonneg _
  unfold spinSq
  gcongr
```

## (b) Mixing two levels

**Task.** Let $u,v\ge0$, $u+v=1$ and $us_j+vs_k=s_t$. Show that the energy $uE_j+vE_k$ can be reached.

**Solution.** Put $p_i=u\delta_{ij}+v\delta_{ik}$. For every function $f$ on the levels, $\sum_i p_if_i=uf_j+vf_k$; this is `key` in the code. The choices $f=1$, $f=s$ and $f=E$ give the normalisation, the constraint and the energy. The case $j=k$ is allowed.

```lean
/-- A mixture of two levels `j` and `k` with the prescribed mean S² contributes its mean energy
to the reachable energies. -/
theorem two_level_mem {n : ℕ} {σ : ℝ} (E : Fin n → ℝ) {t : Fin n} (j k : Fin n) {u v : ℝ}
    (hu : 0 ≤ u) (hv : 0 ≤ v) (huv : u + v = 1)
    (hs : u * spinSq σ j + v * spinSq σ k = spinSq σ t) :
    u * E j + v * E k ∈ ensembleEnergies σ E t := by
  have key : ∀ f : Fin n → ℝ,
      ∑ i, ((if i = j then u else 0) + (if i = k then v else 0)) * f i = u * f j + v * f k := by
    intro f
    simp [add_mul, ite_mul, Finset.sum_add_distrib]
  refine ⟨fun i => (if i = j then u else 0) + (if i = k then v else 0), ⟨?_, ?_, ?_⟩, key E⟩
  · intro i

    split_ifs <;> linarith
  · have h1 := key (fun _ => 1)
    simp only [mul_one] at h1
    exact h1.trans huv
  · exact (key (fun i => spinSq σ i)).trans hs
```

## (c) A Lagrange multiplier for S²

**Task.** For $\sigma\ge0$, show that the chord condition holds exactly when there is a real $\mu$ with
$$E_t+\mu(s_i-s_t)\le E_i\quad\text{for all } i.$$

**Solution.** Given $\mu$, multiply the bound for $j<t$ by $s_k-s_t$ and the bound for $k>t$ by $s_t-s_j$. In the sum, $\mu$ cancels and the chord condition remains.

Conversely, suppose that there are lower spins, and let $\mu$ be the largest slope $(E_t-E_i)/(s_t-s_i)$ over $i<t$, reached at $i=j$. The bound then holds for all $i<t$, and it is an equality at $i=t$. For $i>t$ write $a=s_t-s_j>0$, so that $a\mu=E_t-E_j$. The chord from $j$ to $i$ gives
$$aE_t+(s_i-s_t)(E_t-E_j)\le aE_i,$$
and division by $a$ gives the bound. Without lower spins, take the smallest slope towards higher spins; with no other level at all, take $\mu=0$.

The device that supplies $\mu$ is `Finset.exists_max_image`: on a nonempty finite set, a function with values in a linear order has a maximiser. It returns both the level $j$ and the inequality against every competitor, so no separation theorem for convex sets is needed. Its nonemptiness requirement is the reason for the case split on lower spins; `Finset.exists_min_image` does the same for higher ones.

```lean
/-- For σ ≥ 0, level `t` lies on or below all chords exactly when some Lagrange multiplier μ for S²
makes `t` a minimum of E - μ S² among the levels. -/
theorem belowChords_iff_multiplier {n : ℕ} {σ : ℝ} (hσ : 0 ≤ σ) (E : Fin n → ℝ) (t : Fin n) :
    BelowChords σ E t ↔ ∃ μ : ℝ, ∀ i : Fin n, E t + μ * (spinSq σ i - spinSq σ t) ≤ E i := by
  constructor
  · intro h
    rcases (univ.filter (fun i => i < t)).eq_empty_or_nonempty with hlow | hlow
    · have hge : ∀ i, ¬ i < t := fun i hi => by
        have : i ∈ univ.filter (fun i => i < t) := by simp [hi]
        rw [hlow] at this
        exact absurd this (Finset.notMem_empty i)
      rcases (univ.filter (fun i => t < i)).eq_empty_or_nonempty with hup | hup
      · refine ⟨0, fun i => ?_⟩
        rcases lt_trichotomy i t with hi | rfl | hi
        · exact absurd hi (hge i)
        · simp
        · have : i ∈ univ.filter (fun i => t < i) := by simp [hi]
          rw [hup] at this
          exact absurd this (Finset.notMem_empty i)
      · -- no lower spin: take the smallest slope towards higher spins
        obtain ⟨k, _, hk⟩ := Finset.exists_min_image _
          (fun i => (E i - E t) / (spinSq σ i - spinSq σ t)) hup
        refine ⟨(E k - E t) / (spinSq σ k - spinSq σ t), fun i => ?_⟩
        rcases lt_trichotomy i t with hi | rfl | hi
        · exact absurd hi (hge i)
        · simp
        · have h1 := hk i (by simp [hi])
          rw [le_div_iff₀ (sub_pos.mpr (spinSq_lt hσ hi))] at h1
          linarith
    · -- take the largest slope from lower spins; the chords control the higher spins
      obtain ⟨j, hj, hmax⟩ := Finset.exists_max_image _
        (fun i => (E t - E i) / (spinSq σ t - spinSq σ i)) hlow
      have hjt : j < t := (Finset.mem_filter.mp hj).2
      have ha := sub_pos.mpr (spinSq_lt hσ hjt)
      have hμ := div_mul_cancel₀ (E t - E j) ha.ne'
      refine ⟨(E t - E j) / (spinSq σ t - spinSq σ j), fun i => ?_⟩
      rcases lt_trichotomy i t with hi | rfl | hi
      · have h1 := hmax i (by simp [hi])
        rw [div_le_iff₀ (sub_pos.mpr (spinSq_lt hσ hi))] at h1
        linarith
      · simp
      · refine le_of_mul_le_mul_left ?_ ha
        linear_combination h j i hjt hi + (spinSq σ i - spinSq σ t) * hμ
  · rintro ⟨μ, h⟩ j k hj hk
    have h1 := mul_le_mul_of_nonneg_left (h j) (sub_pos.mpr (spinSq_lt hσ hk)).le
    have h2 := mul_le_mul_of_nonneg_left (h k) (sub_pos.mpr (spinSq_lt hσ hj)).le
    linear_combination h1 + h2
```

## (d) The criterion for a general ladder

**Task.** For $\sigma\ge0$, show that
$$\min_p\sum_i p_iE_i=E_t\iff\text{level } t \text{ satisfies the chord condition.}$$

**Solution.** If $E_t$ is the minimum, test it on the mixture of $j<t<k$ with weights
$$u=\frac{s_k-s_t}{s_k-s_j},\qquad v=\frac{s_t-s_j}{s_k-s_j}.$$
By (b) its energy is reachable, so $E_t\le uE_j+vE_k$, which is the chord condition divided by $s_k-s_j$.

Conversely, average the bound of (c):
$$\sum_i p_iE_i\ge E_t+\mu\Big(\sum_i p_is_i-s_t\Big)=E_t .$$
The pure level $t$ attains this value.

If $t$ is the lowest rung, there are no chords to test and the target energy always results. This is the situation of a triplet computed at $M_S=1$, where singlets are absent and $\sigma=1$.

```lean
/-- For a spin ladder with σ ≥ 0, constraining only the mean of S² gives the energy of the target
level as the minimum exactly when that level lies on or below all chords in S(S+1). -/
theorem target_energy_iff {n : ℕ} {σ : ℝ} (hσ : 0 ≤ σ) (E : Fin n → ℝ) (t : Fin n) :
    IsLeast (ensembleEnergies σ E t) (E t) ↔ BelowChords σ E t := by
  constructor
  · intro h j k hj hk
    have ha := sub_pos.mpr (spinSq_lt hσ hj)
    have hb := sub_pos.mpr (spinSq_lt hσ hk)
    have hd : 0 < spinSq σ k - spinSq σ j := by linarith
    -- test the minimum on the mixture of j and k
    have h1 := h.2 (two_level_mem (σ := σ) (t := t) E j k
      (div_nonneg hb.le hd.le) (div_nonneg ha.le hd.le)
      (by rw [← add_div, div_eq_iff hd.ne']; ring)
      (by rw [div_mul_eq_mul_div, div_mul_eq_mul_div, ← add_div, div_eq_iff hd.ne']; ring))
    rw [div_mul_eq_mul_div, div_mul_eq_mul_div, ← add_div, le_div_iff₀ hd] at h1
    linarith
  · intro h
    obtain ⟨μ, hμ⟩ := (belowChords_iff_multiplier hσ E t).mp h
    refine ⟨?_, ?_⟩
    · have h1 := two_level_mem (σ := σ) (t := t) E t t zero_le_one le_rfl (by ring) (by ring)
      rwa [one_mul, zero_mul, add_zero] at h1
    · rintro e ⟨p, hp, rfl⟩
      -- average the multiplier bound over the ensemble
      have h1 : ∑ i, p i * (E t + μ * (spinSq σ i - spinSq σ t)) =
          (E t - μ * spinSq σ t) * ∑ i, p i + μ * ∑ i, p i * spinSq σ i := by
        rw [Finset.mul_sum, Finset.mul_sum, ← Finset.sum_add_distrib]
        exact Finset.sum_congr rfl (fun i _ => by ring)
      rw [hp.sum_one, hp.mean] at h1
      have h2 : ∑ i, p i * (E t + μ * (spinSq σ i - spinSq σ t)) ≤ meanEnergy E p :=
        Finset.sum_le_sum (fun i _ => mul_le_mul_of_nonneg_left (hμ i) (hp.nonneg i))
      linarith
```

## (e) Weights of singlet, triplet and quintet

**Task.** Take $\sigma=0$, three levels and $t=1$. Show that the admissible weights are exactly those with
$$p_0=2p_2,\qquad p_1=1-3p_2,\qquad 0\le p_2\le\tfrac13 .$$

**Solution.** Here $s=(0,2,6)$, so the constraint reads $2p_1+6p_2=2$, which fixes $p_1$. Normalisation then gives $p_0=1-p_1-p_2=2p_2$. The bounds on $p_2$ express $p_2\ge0$ and $p_1\ge0$. Read backwards, the same equations give the converse.

```lean
/-- Singlet, triplet and quintet weights with mean S² = 2 have one free parameter, the quintet
weight x between 0 and 1/3; the singlet weight is 2x and the triplet weight 1 - 3x. -/
theorem triplet_ensemble_iff (p : Fin 3 → ℝ) : SpinEnsemble 0 1 p ↔
    p 0 = 2 * p 2 ∧ p 1 = 1 - 3 * p 2 ∧ 0 ≤ p 2 ∧ p 2 ≤ 1 / 3 := by
  have e0 : spinSq 0 ((0 : Fin 3) : ℕ) = 0 := by norm_num [spinSq]
  have e1 : spinSq 0 ((1 : Fin 3) : ℕ) = 2 := by norm_num [spinSq]
  have e2 : spinSq 0 ((2 : Fin 3) : ℕ) = 6 := by norm_num [spinSq]
  constructor
  · rintro ⟨h0, h1, h2⟩
    rw [Fin.sum_univ_three] at h1 h2
    rw [e0, e1, e2] at h2
    have := h0 1
    exact ⟨by linarith, by linarith, h0 2, by linarith⟩
  · rintro ⟨h0, h1, h2, h3⟩
    refine ⟨fun i => ?_, ?_, ?_⟩
    · fin_cases i
      · show 0 ≤ p 0
        linarith
      · show 0 ≤ p 1
        linarith
      · exact h2
    · rw [Fin.sum_univ_three]
      linarith
    · rw [Fin.sum_univ_three, e0, e1, e2]
      linarith
```

## (f) The minimum at mean S² = 2

**Task.** For the three levels of (e), show that the minimum energy is
$$\min\!\Big(E_1,\ \frac{2E_0+E_2}{3}\Big).$$

**Solution.** With $x=p_2$, part (e) turns the energy into
$$(1-3x)E_1+3x\,\frac{2E_0+E_2}{3},$$
a weighted average of the two candidates, so it is never below the smaller one. The ends $x=0$ and $x=\tfrac13$ attain them. In the code, `m1` and `m2` bound the two terms separately.

```lean
/-- With singlet, triplet and quintet energies E 0, E 1, E 2, the minimum energy at mean S² = 2
is the smaller of E 1 and (2 E 0 + E 2)/3. -/
theorem triplet_minimum (E : Fin 3 → ℝ) :
    IsLeast (ensembleEnergies 0 E 1) (min (E 1) ((2 * E 0 + E 2) / 3)) := by
  constructor
  · rcases le_total (E 1) ((2 * E 0 + E 2) / 3) with h | h
    · rw [min_eq_left h]
      have h1 := two_level_mem (σ := 0) (t := 1) E 1 1 zero_le_one le_rfl (by ring) (by ring)
      rwa [one_mul, zero_mul, add_zero] at h1
    · rw [min_eq_right h]
      have h1 := two_level_mem (σ := 0) (t := 1) E 0 2 (u := 2 / 3) (v := 1 / 3)
        (by norm_num) (by norm_num) (by norm_num) (by norm_num [spinSq])
      have h2 : (2 * E 0 + E 2) / 3 = 2 / 3 * E 0 + 1 / 3 * E 2 := by ring
      rwa [h2]
  · rintro e ⟨p, hp, rfl⟩
    obtain ⟨h0, h1, h2, h3⟩ := (triplet_ensemble_iff p).mp hp
    rw [meanEnergy, Fin.sum_univ_three, h0, h1]
    have m1 := mul_le_mul_of_nonneg_left (min_le_left (E 1) ((2 * E 0 + E 2) / 3))
      (show 0 ≤ 1 - 3 * p 2 by linarith)
    have m2 := mul_le_mul_of_nonneg_left (min_le_right (E 1) ((2 * E 0 + E 2) / 3))
      (show 0 ≤ 3 * p 2 by linarith)
    linear_combination m1 + m2
```

## (g) The criterion for the triplet

**Task.** For the same three levels, show that the minimum is $E_1$ exactly when
$$3E_1\le2E_0+E_2 .$$

**Solution.** A set has only one least element, so by (f) the question is whether $E_1\le(2E_0+E_2)/3$. If the quintet lies above the singlet, this means that the triplet may lie at most a third of the way up from the singlet to the quintet. If septets or higher spins are possible as well, the inequality is still necessary but no longer sufficient: by (d), the chords from the singlet to those spins must be tested too.

For example, put the triplet 1.0 eV and the quintet 2.4 eV above the singlet. The constrained minimisation over exact ensembles of these three levels then returns 0.8 eV, which is 0.2 eV below the triplet.

```lean
/-- Constraining only the mean of S² to 2 yields the triplet energy as the minimum exactly when
3 E 1 ≤ 2 E 0 + E 2. -/
theorem triplet_energy_iff (E : Fin 3 → ℝ) :
    IsLeast (ensembleEnergies 0 E 1) (E 1) ↔ 3 * E 1 ≤ 2 * E 0 + E 2 := by
  constructor
  · intro h
    have h1 := h.unique (triplet_minimum E)
    have h2 := min_le_right (E 1) ((2 * E 0 + E 2) / 3)
    linarith
  · intro h
    have h1 := triplet_minimum E
    rwa [min_eq_left (by linarith)] at h1
```

## (h) What the minimiser contains when the criterion fails

**Task.** Let $2E_0+E_2<3E_1$, and let an admissible ensemble have energy $(2E_0+E_2)/3$. Show that
$$(p_0,p_1,p_2)=\big(\tfrac23,0,\tfrac13\big).$$

**Solution.** Insert the weights of (e) and collect terms:
$$(1-3p_2)\,(3E_1-2E_0-E_2)=0 .$$
The second factor is positive, so $p_2=\tfrac13$, and (e) gives the rest. The "triplet" of such a calculation contains no triplet.

```lean
/-- If 2 E 0 + E 2 < 3 E 1, every ensemble with mean S² = 2 that reaches the energy
(2 E 0 + E 2)/3 is two thirds singlet and one third quintet, with no triplet. -/
theorem minimiser_without_triplet (E p : Fin 3 → ℝ) (hE : 2 * E 0 + E 2 < 3 * E 1)
    (hp : SpinEnsemble 0 1 p) (hmin : meanEnergy E p = (2 * E 0 + E 2) / 3) :
    p 0 = 2 / 3 ∧ p 1 = 0 ∧ p 2 = 1 / 3 := by
  obtain ⟨h0, h1, _, _⟩ := (triplet_ensemble_iff p).mp hp
  rw [meanEnergy, Fin.sum_univ_three, h0, h1] at hmin
  -- the triplet weight multiplies a strictly positive energy gap
  have h4 : (1 - 3 * p 2) * (3 * E 1 - (2 * E 0 + E 2)) = 0 := by
    linear_combination 3 * hmin
  rcases mul_eq_zero.mp h4 with h | h
  · exact ⟨by linarith, by linarith, by linarith⟩
  · linarith
```

## (i) Fixing the mean of S⁴ as well

**Task.** For $\sigma\ge0$, let an admissible ensemble on a general ladder also satisfy $\sum_i p_is_i^2=s_t^2$. Show that, for every spectrum,
$$\sum_i p_iE_i=E_t .$$

**Solution.** The variance of $S^2$ vanishes:
$$\sum_i p_i(s_i-s_t)^2=s_t^2-2s_t^2+s_t^2=0 .$$
Every term is nonnegative, so every term is zero. By (a), $s_i\ne s_t$ for $i\ne t$, hence $p_i=0$ there and only level $t$ remains. In practice this constraint is harder to impose, since $S^4$ contains up to four-electron operators and its mean is in general not a function of the 2-RDM.

```lean
/-- For σ ≥ 0, if the mean of S⁴ is also fixed to its value in the target level, the ensemble
has the energy of that level, whatever the spectrum. -/
theorem energy_of_second_moment {n : ℕ} {σ : ℝ} (hσ : 0 ≤ σ) (E p : Fin n → ℝ) (t : Fin n)
    (hp : SpinEnsemble σ t p) (h4 : ∑ i, p i * spinSq σ i ^ 2 = spinSq σ t ^ 2) :
    meanEnergy E p = E t := by
  -- the variance of S² vanishes
  have hvar : ∑ i, p i * (spinSq σ i - spinSq σ t) ^ 2 = 0 := by
    have h1 : ∑ i, p i * (spinSq σ i - spinSq σ t) ^ 2 = ∑ i, p i * spinSq σ i ^ 2 +
        (-2 * spinSq σ t) * ∑ i, p i * spinSq σ i + spinSq σ t ^ 2 * ∑ i, p i := by
      rw [Finset.mul_sum, Finset.mul_sum, ← Finset.sum_add_distrib, ← Finset.sum_add_distrib]
      exact Finset.sum_congr rfl (fun i _ => by ring)
    rw [h1, h4, hp.mean, hp.sum_one]
    ring
  have hz := (Finset.sum_eq_zero_iff_of_nonneg
    (fun i _ => mul_nonneg (hp.nonneg i) (sq_nonneg _))).mp hvar
  -- hence every other level is empty
  have hE : ∀ i, p i * E i = p i * E t := by
    intro i
    rcases eq_or_ne i t with rfl | hi
    · rfl
    · have hne : spinSq σ i - spinSq σ t ≠ 0 := by
        rcases lt_or_gt_of_ne hi with h | h
        · exact (sub_neg.mpr (spinSq_lt hσ h)).ne
        · exact (sub_pos.mpr (spinSq_lt hσ h)).ne'
      have h0 : p i = 0 :=
        (mul_eq_zero.mp (hz i (Finset.mem_univ i))).resolve_right (pow_ne_zero 2 hne)
      rw [h0, zero_mul, zero_mul]
  rw [meanEnergy, Finset.sum_congr rfl (fun i _ => hE i), ← Finset.sum_mul, hp.sum_one, one_mul]

end SpinConstraint
```

```lean
#print axioms SpinConstraint.target_energy_iff
#print axioms SpinConstraint.triplet_energy_iff
#print axioms SpinConstraint.minimiser_without_triplet
#print axioms SpinConstraint.energy_of_second_moment
```

```
'SpinConstraint.target_energy_iff' depends on axioms: [propext, Classical.choice, Quot.sound]
'SpinConstraint.triplet_energy_iff' depends on axioms: [propext, Classical.choice, Quot.sound]
'SpinConstraint.minimiser_without_triplet' depends on axioms: [propext, Classical.choice, Quot.sound]
'SpinConstraint.energy_of_second_moment' depends on axioms: [propext, Classical.choice, Quot.sound]
```
